# The joint open-circuit voltage of parallel ideal-diode regions at one temperature is at most the photocurrent-weighted mean of their own voltages

## Does a patchy absorber sit above or below its average voltage?

Suppose a solar absorber consists of finitely many regions $i$ connected in parallel. Region $i$ has photocurrent $J_i>0$ and dark current $D_i>0$, and all regions share the thermal voltage $T>0$. Alone, region $i$ would have the open-circuit voltage $V_i=T\ln(1+J_i/D_i)$. For the connected device I add the currents and get $T\ln(1+\sum_i J_i/\sum_i D_i)$.

Two arguments now pull me in opposite directions. The ratio $\sum_i J_i/\sum_i D_i$ is an average of the ratios $J_i/D_i$, and the logarithm is concave, so the joint voltage should lie above the average of the $V_i$. But the poor regions also drain current from the good ones, which ought to put the joint voltage below the average. Which is right, and when does the difference vanish?

## Above the dark-current-weighted mean, below the photocurrent-weighted one

Each region obeys the ideal diode law. At voltage $V$ it delivers the net current

$$I_i(V)=J_i-D_i\left(e^{V/T}-1\right).$$

Here $J_i$ is the current generated by light, and $D_i$ is the saturation current, which sets the scale of recombination in the region. Both are currents and not current densities, so the area of a region is already included. $T$ is a voltage, $k_BT_{\rm abs}/q$ for absolute temperature $T_{\rm abs}$ and elementary charge $q$. Open circuit means zero net current: for one region this is $I_i(V)=0$, and for the connected device it is $\sum_i I_i(V)=0$ at a common $V$. I write

$$x_i=1+\frac{J_i}{D_i},\qquad X=1+\frac{\sum_k J_k}{\sum_k D_k},\qquad V_{\rm joint}=T\ln X.$$

Each of your conclusions holds for a suitable choice of weights. The concavity argument is valid for the mean with dark-current weights. The drain of current from good regions to poor ones does not by itself place the joint voltage below a mean, but with photocurrent weights that conclusion is true. Since $J_i=D_i(x_i-1)$, photocurrent weights favour the regions with high voltage more than dark-current weights do, and the joint voltage lies between the two means:

$$\frac{\sum_i D_iV_i}{\sum_i D_i}\;\le\;V_{\rm joint}\;\le\;\frac{\sum_i J_iV_i}{\sum_i J_i}.$$

The upper inequality is an equality exactly when all $V_i$ coincide.

### From the diode law to the two bounds

**Open circuit.** $I_i(V)=0$ means $e^{V/T}=1+J_i/D_i=x_i$, so $V=T\ln x_i=V_i$ is the only solution. In parallel, the currents at a common voltage add to

$$\sum_i I_i(V)=\sum_i J_i-\Big(\sum_i D_i\Big)\left(e^{V/T}-1\right).$$

This is the same law with summed parameters, and its only zero is $V_{\rm joint}$.

**One region against the joint voltage.** Apply $\ln y\le y-1$ to $y=X/x_i$. This gives $\ln x_i-\ln X\ge 1-X/x_i$, and multiplication by $J_i=D_i(x_i-1)$ yields

$$J_i(\ln x_i-\ln X)\ge D_i\,\frac{(x_i-1)(x_i-X)}{x_i}.$$

Now split the first factor:

$$\frac{x_i-1}{x_i}=1-\frac1{x_i}=\left(1-\frac1X\right)+\frac{x_i-X}{x_iX}.$$

The right-hand side therefore becomes

$$\left(1-\frac1X\right)D_i(x_i-X)+\frac{D_i(x_i-X)^2}{x_iX}.$$

Because $D_i(x_i-X)=J_i-D_i(X-1)$ and $e^{V_{\rm joint}/T}=X$, the first term is $(1-1/X)$ times the net current $I_i(V_{\rm joint})$.

**Summation.** The net currents at the joint voltage add to zero. What remains is

$$\sum_i J_i(\ln x_i-\ln X)\ge M,\qquad M=\sum_i\frac{D_i(x_i-X)^2}{x_iX}\ge0.$$

Multiplying by $T/\sum_i J_i$ gives the upper bound together with an explicit gap:

$$\frac{\sum_i J_iV_i}{\sum_i J_i}-V_{\rm joint}\ge\frac{T\,M}{\sum_i J_i}.$$

**Equality.** If the mean equals $V_{\rm joint}$, then $M\le0$, hence $M=0$. Every term of $M$ is nonnegative, so each vanishes, which gives $x_i=X$ and $V_i=V_{\rm joint}$ for all $i$. Conversely, if all $V_i$ have a common value $V$, every region has zero current at $V$. The total current is then zero as well, so $V=V_{\rm joint}$, and the weighted mean of equal numbers is that same number.

**The lower bound.** Use the logarithmic inequality the other way round, with $y=x_i/X$, and multiply by $TD_i$:

$$D_i(V_i-V_{\rm joint})\le\frac TX\,D_i(x_i-X)=\frac TX\,I_i(V_{\rm joint}).$$

Summing over $i$ makes the right-hand side zero, and division by $\sum_i D_i$ gives the dark-current-weighted bound. This is your concavity argument in terms of currents.

### What the Lean statements say

The regions are the elements of a finite type `ι`, and `J D : ι → ℝ` assign a photocurrent and a dark current to each. The other objects translate as follows:

- `netCurrent T J D V` is the diode law for a single pair of currents.
- `factor (J i) (D i)` is $x_i$, and `factor (∑ k, J k) (∑ k, D k)` is $X$.
- `voltage T (J i) (D i)` is $V_i$, and `jointVoltage T J D` is $V_{\rm joint}$.
- `weightedMean w v` is the mean of `v` with weights `w`, divided by the total weight, so the weights need not add to one.
- `mismatch J D` is $M$, which has the unit of a current.

The main theorem, `jointVoltage_le_mean`, assumes at least one region (`[Nonempty ι]`), `0 < T`, and positive `J i` and `D i` for every region. It states the upper bound and the equality criterion, where "all voltages coincide" is written as `∀ i j, voltage T (J i) (D i) = voltage T (J j) (D j)`. For a single region this condition holds trivially, and the bound is an equality.

Three further theorems complete the picture. `total_current_eq_zero_iff` says that the logarithmic formula really is the open-circuit voltage of the parallel connection, `joint_add_mismatch_le` gives the explicit gap, and `dark_mean_le_jointVoltage` gives the lower bound.

The diode law itself is assumed and not derived from carrier transport. The model has one value of $T$ for all regions, photocurrents that do not depend on voltage, and no resistance between regions, so that they share one voltage. Shunts and region-dependent ideality factors are absent. For a device simulation that uses such a finite network of ideal diodes, the two means bracket the joint voltage and can serve as a consistency check.

```lean
import Mathlib

open Finset

namespace InhomogeneousAbsorber

noncomputable section

variable {ι : Type*} [Fintype ι]

/-- Net current of an illuminated ideal diode with photocurrent `J`, dark current `D` and
thermal voltage `T ≠ 0`, held at voltage `V`. -/
def netCurrent (T J D V : ℝ) : ℝ := J - D * (Real.exp (V / T) - 1)

/-- The factor `1 + J / D` for photocurrent `J` and dark current `D ≠ 0`. -/
def factor (J D : ℝ) : ℝ := 1 + J / D

/-- The voltage `T ln (1 + J / D)`, for `D ≠ 0` and `1 + J / D > 0`. -/
def voltage (T J D : ℝ) : ℝ := T * Real.log (factor J D)

/-- The voltage formula applied to the summed photocurrents and summed dark currents,
for positive currents and at least one region. -/
def jointVoltage (T : ℝ) (J D : ι → ℝ) : ℝ := voltage T (∑ i, J i) (∑ i, D i)

/-- Mean of `v` with weights `w`, for nonzero total weight. -/
def weightedMean (w v : ι → ℝ) : ℝ := (∑ i, w i * v i) / ∑ i, w i

/-- Mismatch current: the sum of `D i (x i - X)² / (x i X)`, where `x i` is the factor of region
`i` and `X` that of the summed currents, for positive currents. -/
def mismatch (J D : ι → ℝ) : ℝ :=
  ∑ i, D i * (factor (J i) (D i) - factor (∑ k, J k) (∑ k, D k)) ^ 2 /
    (factor (J i) (D i) * factor (∑ k, J k) (∑ k, D k))

lemma one_lt_factor {J D : ℝ} (hJ : 0 < J) (hD : 0 < D) : 1 < factor J D := by
  have := div_pos hJ hD
  unfold factor
  linarith

lemma mul_factor {J D : ℝ} (hD : D ≠ 0) : D * (factor J D - 1) = J := by
  rw [factor, add_sub_cancel_left]
  field_simp

/-- For positive `T`, `J` and `D`, the net current of a region vanishes exactly at the voltage
`T ln (1 + J / D)`. -/
theorem netCurrent_eq_zero_iff {T J D V : ℝ} (hT : 0 < T) (hJ : 0 < J) (hD : 0 < D) :
    netCurrent T J D V = 0 ↔ V = voltage T J D := by
  have hx : 0 < factor J D := by linarith [one_lt_factor hJ hD]
  have e := mul_factor (J := J) hD.ne'
  constructor
  · intro h
    unfold netCurrent at h
    have h1 : factor J D = Real.exp (V / T) := by
      apply mul_left_cancel₀ hD.ne'
      linarith
    rw [voltage, h1, Real.log_exp]
    field_simp
  · intro h
    have h1 : V / T = Real.log (factor J D) := by
      rw [h, voltage]
      field_simp
    rw [netCurrent, h1, Real.exp_log hx, e, sub_self]

/-- For positive currents and `T > 0`, the total current of the parallel regions at a common
voltage vanishes exactly at the joint voltage. -/
theorem total_current_eq_zero_iff [Nonempty ι] {T V : ℝ} {J D : ι → ℝ} (hT : 0 < T)
    (hJ : ∀ i, 0 < J i) (hD : ∀ i, 0 < D i) :
    ∑ i, netCurrent T (J i) (D i) V = 0 ↔ V = jointVoltage T J D := by
  -- photocurrents and dark currents add in parallel
  have h : ∑ i, netCurrent T (J i) (D i) V = netCurrent T (∑ i, J i) (∑ i, D i) V := by
    simp only [netCurrent, sum_sub_distrib, sum_mul]
  rw [h]
  exact netCurrent_eq_zero_iff hT (sum_pos (fun i _ => hJ i) univ_nonempty)
    (sum_pos (fun i _ => hD i) univ_nonempty)

/-- For positive `J`, `D` and `X`, the quantity `J (ln x - ln X)` with `x = 1 + J / D` is at least
`(1 - 1 / X)` times the current `J - D (X - 1)`, plus `D (x - X)² / (x X)`. -/
theorem region_bound {J D X : ℝ} (hJ : 0 < J) (hD : 0 < D) (hX : 0 < X) :
    (1 - 1 / X) * (J - D * (X - 1)) + D * (factor J D - X) ^ 2 / (factor J D * X)
      ≤ J * (Real.log (factor J D) - Real.log X) := by
  have hx : 0 < factor J D := by linarith [one_lt_factor hJ hD]
  have e := mul_factor (J := J) hD.ne'
  have h := Real.log_le_sub_one_of_pos (div_pos hX hx)
  rw [Real.log_div hX.ne' hx.ne'] at h
  have h1 : J * (1 - X / factor J D) ≤ J * (Real.log (factor J D) - Real.log X) :=
    mul_le_mul_of_nonneg_left (by linarith) hJ.le
  have h2 : (1 - 1 / X) * (D * (factor J D - 1) - D * (X - 1))
      + D * (factor J D - X) ^ 2 / (factor J D * X)
      = D * (factor J D - 1) * (1 - X / factor J D) := by
    field_simp
    ring
  rw [e] at h2
  linarith

/-- For positive currents and `T > 0`, the photocurrent-weighted mean voltage exceeds the joint
voltage by at least `T` times the mismatch current over the total photocurrent. -/
theorem joint_add_mismatch_le [Nonempty ι] {T : ℝ} {J D : ι → ℝ} (hT : 0 < T)
    (hJ : ∀ i, 0 < J i) (hD : ∀ i, 0 < D i) :
    jointVoltage T J D + T * mismatch J D / ∑ i, J i
      ≤ weightedMean J (fun i => voltage T (J i) (D i)) := by
  have hSJ : 0 < ∑ i, J i := sum_pos (fun i _ => hJ i) univ_nonempty
  have hSD : 0 < ∑ i, D i := sum_pos (fun i _ => hD i) univ_nonempty
  have e := mul_factor (J := ∑ i, J i) hSD.ne'
  have hX := one_lt_factor hSJ hSD
  simp only [weightedMean, jointVoltage, mismatch, voltage]
  generalize factor (∑ i, J i) (∑ i, D i) = X at *
  have hs := sum_le_sum (s := univ) fun i _ =>
    region_bound (hJ i) (hD i) (show 0 < X by linarith)
  -- the net currents at the joint voltage cancel
  rw [sum_add_distrib, ← mul_sum, sum_sub_distrib, ← sum_mul, e, sub_self, mul_zero,
    zero_add] at hs
  have hr : ∑ i, J i * (T * Real.log (factor (J i) (D i)))
      = T * ∑ i, J i * (Real.log (factor (J i) (D i)) - Real.log X)
        + T * Real.log X * ∑ i, J i := by
    rw [mul_sum, mul_sum, ← sum_add_distrib]
    exact sum_congr rfl fun i _ => by ring
  rw [le_div_iff₀ hSJ, add_mul, div_mul_cancel₀ _ hSJ.ne', hr]
  linarith [mul_le_mul_of_nonneg_left hs hT.le]

/-- For positive currents and `T > 0`, the joint voltage is at most the photocurrent-weighted mean
of the regional voltages, with equality if and only if all regional voltages coincide. -/
theorem jointVoltage_le_mean [Nonempty ι] {T : ℝ} {J D : ι → ℝ} (hT : 0 < T)
    (hJ : ∀ i, 0 < J i) (hD : ∀ i, 0 < D i) :
    jointVoltage T J D ≤ weightedMean J (fun i => voltage T (J i) (D i)) ∧
    (jointVoltage T J D = weightedMean J (fun i => voltage T (J i) (D i)) ↔
      ∀ i j, voltage T (J i) (D i) = voltage T (J j) (D j)) := by
  have hSJ : 0 < ∑ i, J i := sum_pos (fun i _ => hJ i) univ_nonempty
  have hSD : 0 < ∑ i, D i := sum_pos (fun i _ => hD i) univ_nonempty
  have hX : 0 < factor (∑ i, J i) (∑ i, D i) := by linarith [one_lt_factor hSJ hSD]
  have hx : ∀ i, 0 < factor (J i) (D i) := fun i => by linarith [one_lt_factor (hJ i) (hD i)]
  have hb := joint_add_mismatch_le hT hJ hD
  have hterm : ∀ i ∈ (univ : Finset ι), 0 ≤
      D i * (factor (J i) (D i) - factor (∑ k, J k) (∑ k, D k)) ^ 2 /
        (factor (J i) (D i) * factor (∑ k, J k) (∑ k, D k)) := fun i _ =>
    div_nonneg (mul_nonneg (hD i).le (sq_nonneg _)) (mul_pos (hx i) hX).le
  have hM : 0 ≤ mismatch J D := sum_nonneg hterm
  refine ⟨by linarith [div_nonneg (mul_nonneg hT.le hM) hSJ.le], fun h => ?_, fun h => ?_⟩
  · -- equality leaves no room for mismatch, so every square vanishes
    have hM0 : mismatch J D = 0 := by
      by_contra hne
      have hpos : 0 < mismatch J D := lt_of_le_of_ne hM (Ne.symm hne)
      linarith [div_pos (mul_pos hT hpos) hSJ]
    have hall : ∀ i, factor (J i) (D i) = factor (∑ k, J k) (∑ k, D k) := by
      intro i
      have h0 := (sum_eq_zero_iff_of_nonneg hterm).1 hM0 i (mem_univ i)
      by_contra hne
      have hsub := sub_ne_zero.2 hne
      have hsq : 0 < (factor (J i) (D i) - factor (∑ k, J k) (∑ k, D k)) ^ 2 := by positivity
      exact (div_pos (mul_pos (hD i) hsq) (mul_pos (hx i) hX)).ne' h0
    intro i j
    rw [voltage, voltage, hall i, hall j]
  · -- a common regional voltage stops every current, hence is the joint voltage
    obtain ⟨k⟩ := ‹Nonempty ι›
    have : Nonempty ι := ⟨k⟩
    have hk : voltage T (J k) (D k) = jointVoltage T J D :=
      (total_current_eq_zero_iff hT hJ hD).1 (sum_eq_zero fun i _ =>
        (netCurrent_eq_zero_iff hT (hJ i) (hD i)).2 (h k i))
    have hc : ∀ i, voltage T (J i) (D i) = jointVoltage T J D := fun i => (h i k).trans hk
    simp only [weightedMean, hc]
    rw [← sum_mul, mul_div_cancel_left₀ _ hSJ.ne']

/-- For positive currents and `T > 0`, the joint voltage is at least the dark-current-weighted
mean of the regional voltages. -/
theorem dark_mean_le_jointVoltage [Nonempty ι] {T : ℝ} {J D : ι → ℝ} (hT : 0 < T)
    (hJ : ∀ i, 0 < J i) (hD : ∀ i, 0 < D i) :
    weightedMean D (fun i => voltage T (J i) (D i)) ≤ jointVoltage T J D := by
  have hSJ : 0 < ∑ i, J i := sum_pos (fun i _ => hJ i) univ_nonempty
  have hSD : 0 < ∑ i, D i := sum_pos (fun i _ => hD i) univ_nonempty
  have e := mul_factor (J := ∑ i, J i) hSD.ne'
  have hX1 := one_lt_factor hSJ hSD
  simp only [weightedMean, jointVoltage, voltage]
  generalize factor (∑ i, J i) (∑ i, D i) = X at *
  have hX : 0 < X := by linarith
  have hi : ∀ i ∈ (univ : Finset ι), D i * (T * Real.log (factor (J i) (D i)))
      ≤ D i * (T * Real.log X) + T / X * (J i - D i * (X - 1)) := by
    intro i _
    have hx : 0 < factor (J i) (D i) := by linarith [one_lt_factor (hJ i) (hD i)]
    have h := Real.log_le_sub_one_of_pos (div_pos hx hX)
    rw [Real.log_div hx.ne' hX.ne'] at h
    have h1 := mul_le_mul_of_nonneg_left h (mul_pos (hD i) hT).le
    have h2 : D i * T * (factor (J i) (D i) / X - 1)
        = T / X * (D i * (factor (J i) (D i) - 1) - D i * (X - 1)) := by
      field_simp
      ring
    rw [mul_factor (hD i).ne'] at h2
    linarith
  have hs := sum_le_sum hi
  rw [sum_add_distrib, ← mul_sum, sum_sub_distrib, ← sum_mul, ← sum_mul, e, sub_self,
    mul_zero, add_zero] at hs
  rw [div_le_iff₀ hSD]
  linarith

end

end InhomogeneousAbsorber
```

```lean
#print axioms InhomogeneousAbsorber.jointVoltage_le_mean
#print axioms InhomogeneousAbsorber.dark_mean_le_jointVoltage
```

```
'InhomogeneousAbsorber.jointVoltage_le_mean' depends on axioms: [propext, Classical.choice, Quot.sound]
'InhomogeneousAbsorber.dark_mean_le_jointVoltage' depends on axioms: [propext, Classical.choice, Quot.sound]
```

### How the lemmas carry the argument

`one_lt_factor` gives $x_i>1$, which supplies the positivity needed for logarithms and denominators. `mul_factor` is the relation $D(x-1)=J$, used whenever a photocurrent is exchanged for a factor.

`netCurrent_eq_zero_iff` solves the diode law in both directions. From zero current it cancels `D` to obtain $x=e^{V/T}$ and takes the logarithm. In the other direction it inserts $V/T=\ln x$ and uses `Real.exp_log`. For the parallel connection, `total_current_eq_zero_iff` first shows that the summed net currents are the net current of the summed parameters, and then applies the one-region result.

`region_bound` is the estimate for one region, stated for any `X > 0`. The inequality $\ln y\le y-1$ enters as `Real.log_le_sub_one_of_pos`, applied to $X/x$. The algebraic splitting is the equation `h2`, which `field_simp` and `ring` verify.

In `joint_add_mismatch_le`, `sum_le_sum` adds these estimates over all regions. The rewriting that follows collects the net currents into $\sum_i J_i-(\sum_i D_i)(X-1)$, which is zero by `e`. The equation `hr` separates the weighted sum of the voltages into the logarithmic differences and the joint part, after which the inequality is multiplied by $T$ and expressed as a mean.

`jointVoltage_le_mean` first shows that every term of the mismatch is nonnegative (`hterm`), and the upper bound follows. If equality holds, a positive mismatch would contradict the explicit gap, so the mismatch is zero. `sum_eq_zero_iff_of_nonneg` then makes each term zero, and `hall` concludes $x_i=X$ for every region. For the converse, the proof picks a region `k`. At its voltage all net currents vanish, so `total_current_eq_zero_iff` identifies that voltage with the joint one, and the mean collapses to it.

`dark_mean_le_jointVoltage` has the same structure, with the logarithmic inequality applied to $x_i/X$. Its regional estimate is `hi`, and the net currents cancel again when it is summed.
